# The quantum mean square displacement in a stable harmonic system is at least its Einstein value

Let $D$ be the real, positive definite dynamical matrix of finitely many mass-weighted coordinates, in units with $\hbar=k_B=1$. Its orthonormal modes $e_s$ satisfy $De_s=l_se_s$, so $l_s=\omega_s^2$ is a squared frequency. At temperature $T>0$, coordinate $i$ has the mean square displacement

$$\sum_s e_s(i)^2\,g(l_s),\qquad g(l)=\frac{\coth(\sqrt l/2T)}{2\sqrt l}.$$

If I clamp all other coordinates at equilibrium, coordinate $i$ becomes a single oscillator with squared frequency $D_{ii}$ and mean square displacement $g(D_{ii})$. I call this its Einstein value.

Clamping the neighbours ought to reduce the motion. But once coordinate $i$ is coupled to another, some true modes are stiffer than $D_{ii}$ and contribute less than the Einstein oscillator would at the same weight, and at low temperature zero-point motion replaces the classical $T/l$. Could the Einstein value ever come out too large?

## Soft modes gain at least what stiff modes lose

No: for positive definite $D$ and any $T>0$, the Einstein value is a lower bound. The weights $e_s(i)^2$ sum to one, and the squared frequencies averaged with them give exactly $D_{ii}$. Since $g$ lies above a supporting line at $D_{ii}$, averaging $g$ cannot give less than $g(D_{ii})$.

**From coth to occupation.** Let $N(\omega)=1/(e^{\omega/T}-1)$ be the Planck occupation. With $p=e^{\omega/2T}$,

$$\coth\frac{\omega}{2T}=\frac{p^2+1}{p^2-1}=2N(\omega)+1,\qquad\text{so}\qquad g(\omega^2)=\frac{N(\omega)+\tfrac12}{\omega}.$$

**A line below the occupation.** Fix a frequency $v>0$, let $w>0$ be any other, and write $F=e^{v/T}$, $E=e^{w/T}$. From $e^x\ge1+x$ with $x=(v-w)/T$ we get $(v-w)/T\le(F-E)/E$. Also

$$\frac1{E-1}-\frac1{F-1}-\frac{F}{(F-1)^2}\,\frac{F-E}{E}=\frac{(F-E)^2}{E(E-1)(F-1)^2}\ge0.$$

Together these give $N(w)\ge N(v)+k(v-w)$ with $k=F/[T(F-1)^2]\ge0$.

**Change to squared frequency.** Put $m=v^2$, $l=w^2$ and $d=l-m$. Then

$$v-w=-\frac{d}{2v}+\frac{(w-v)^2}{2v},\qquad
\frac1w=\frac1v-\frac{d}{2v^3}+\frac{(w-v)^2(w+2v)}{2v^3w}.$$

With $A=N(v)+\frac12$, $B=1/v$, $A'=N(w)+\frac12$, $B'=1/w$, $a=k/(2v)$ and $b=1/(2v^3)$, this says $A'\ge A-ad$, and $B'>B-bd$ when $w\ne v$.

**Multiply the factors.** Expand

$$A'B'=AB+B(A'-A)+A(B'-B)+(A'-A)(B'-B).$$

Both factors decrease with frequency, so the last product is non-negative. Hence for $l\ne m$

$$g(l)>g(m)+c\,(l-m),\qquad c=-(aB+bA).$$

**Average over the modes.** The matrix with rows $e_s$ is square and has orthonormal rows, so its columns are orthonormal too: $\sum_s e_s(i)e_s(j)=\delta_{ij}$. Therefore $\sum_s e_s(i)^2=1$, and the eigenvalue equation gives

$$\sum_s e_s(i)^2l_s=\sum_k D_{ik}\sum_s e_s(k)e_s(i)=D_{ii}.$$

Positive definiteness makes $D_{ii}$ and every $l_s=e_s\cdot De_s$ positive, so we may take $m=D_{ii}$:

$$\sum_s e_s(i)^2g(l_s)\ge g(D_{ii})+c\Big(\sum_s e_s(i)^2l_s-D_{ii}\Big)=g(D_{ii}).$$

## The inequality in Lean

```lean
import Mathlib

open Matrix

namespace QuantumVersusEinstein

noncomputable section

variable {n : Type*} [Fintype n] [DecidableEq n]

/-- The vectors `e s` are orthonormal eigenvectors of the dynamical matrix `D`, with
squared frequencies `l s`. -/
structure NormalModes (D : Matrix n n ℝ) (e : n → n → ℝ) (l : n → ℝ) : Prop where
  orthonormal : ∀ s t, e s ⬝ᵥ e t = if s = t then 1 else 0
  eigen : ∀ s, D *ᵥ e s = l s • e s

/-- Planck occupation of an oscillator of frequency `w > 0` at temperature `T > 0`
(units with `ħ = k_B = 1`). -/
def occupation (T w : ℝ) : ℝ := 1 / (Real.exp (w / T) - 1)

/-- Thermal mean square displacement `coth(√l / 2T) / (2√l)` of a quantum oscillator with
squared frequency `l > 0` at temperature `T > 0`, in mass-weighted coordinates. -/
def modeMsd (T l : ℝ) : ℝ :=
  Real.cosh (Real.sqrt l / (2 * T)) / Real.sinh (Real.sqrt l / (2 * T)) / (2 * Real.sqrt l)

/-- Quantum mean square displacement of coordinate `i`, summed over the modes `e s` with
squared frequencies `l s > 0`, at temperature `T > 0`. -/
def quantumMsd (T : ℝ) (e : n → n → ℝ) (l : n → ℝ) (i : n) : ℝ :=
  ∑ s, e s i ^ 2 * modeMsd T (l s)

/-- For `T > 0` and `l > 0`, the mean square displacement of a mode is its Planck occupation
plus one half, divided by its frequency. -/
theorem modeMsd_eq_occupation {T l : ℝ} (hT : 0 < T) (hl : 0 < l) :
    modeMsd T l = (occupation T (Real.sqrt l) + 1 / 2) / Real.sqrt l := by
  have hw : 0 < Real.sqrt l := Real.sqrt_pos.2 hl
  unfold modeMsd occupation
  generalize Real.sqrt l = w at hw ⊢
  have hp : 1 < Real.exp (w / (2 * T)) := Real.one_lt_exp_iff.2 (by positivity)
  have h2 : Real.exp (w / T) = Real.exp (w / (2 * T)) ^ 2 := by
    rw [sq, ← Real.exp_add]
    congr 1
    ring
  rw [Real.cosh_eq, Real.sinh_eq, Real.exp_neg, h2]
  generalize Real.exp (w / (2 * T)) = p at hp ⊢
  have p0 : p ≠ 0 := by linarith
  have p1 : p ^ 2 - 1 ≠ 0 := by nlinarith
  have hc : (p + p⁻¹) / 2 = (p ^ 2 + 1) / (2 * p) := by field_simp
  have hs : (p - p⁻¹) / 2 = (p ^ 2 - 1) / (2 * p) := by field_simp
  rw [hc, hs]
  field_simp
  ring

/-- At `T > 0`, the Planck occupation as a function of positive frequency lies above a
non-increasing supporting line at every `v > 0`. -/
theorem occupation_supporting_line {T v : ℝ} (hT : 0 < T) (hv : 0 < v) :
    ∃ k, 0 ≤ k ∧ ∀ w, 0 < w → occupation T v + k * (v - w) ≤ occupation T w := by
  have alg : ∀ E F : ℝ, 1 < E → 1 < F →
      1 / (F - 1) + F / (F - 1) ^ 2 * ((F - E) / E) ≤ 1 / (E - 1) := by
    intro E F hE hF
    have e0 : 0 < E := by linarith
    have e1 : 0 < E - 1 := by linarith
    have f1 : F - 1 ≠ 0 := by linarith
    have e2 : E - 1 ≠ 0 := e1.ne'
    have gap : 1 / (E - 1) - (1 / (F - 1) + F / (F - 1) ^ 2 * ((F - E) / E))
        = (F - E) ^ 2 / (E * (E - 1) * (F - 1) ^ 2) := by
      field_simp
      ring
    have : 0 ≤ (F - E) ^ 2 / (E * (E - 1) * (F - 1) ^ 2) :=
      div_nonneg (sq_nonneg _) (mul_nonneg (mul_nonneg e0.le e1.le) (sq_nonneg _))
    linarith
  refine ⟨Real.exp (v / T) / (Real.exp (v / T) - 1) ^ 2 / T, by positivity, fun w hw => ?_⟩
  -- the tangent inequality of the exponential
  have key : v / T - w / T ≤ (Real.exp (v / T) - Real.exp (w / T)) / Real.exp (w / T) := by
    have h := Real.add_one_le_exp (v / T - w / T)
    rw [Real.exp_sub] at h
    rw [sub_div (Real.exp (v / T)), div_self (Real.exp_ne_zero _)]
    linarith
  have h2 := mul_le_mul_of_nonneg_left key
    (show 0 ≤ Real.exp (v / T) / (Real.exp (v / T) - 1) ^ 2 by positivity)
  have h3 := alg _ _ (Real.one_lt_exp_iff.2 (div_pos hw hT))
    (Real.one_lt_exp_iff.2 (div_pos hv hT))
  have h4 : Real.exp (v / T) / (Real.exp (v / T) - 1) ^ 2 / T * (v - w)
      = Real.exp (v / T) / (Real.exp (v / T) - 1) ^ 2 * (v / T - w / T) := by ring
  unfold occupation
  rw [h4]
  linarith

/-- At `T > 0`, the mean square displacement as a function of positive squared frequency has
a supporting line at every `m > 0`, which it touches only at `m`. -/
theorem modeMsd_supporting_line {T m : ℝ} (hT : 0 < T) (hm : 0 < m) :
    ∃ c, ∀ l, 0 < l → l ≠ m → modeMsd T m + c * (l - m) < modeMsd T l := by
  -- supporting lines of two decreasing positive factors combine into one of the product
  have comb : ∀ A A' B B' a b d : ℝ, 0 < A → 0 < B → A - a * d ≤ A' → B - b * d < B' →
      0 ≤ (A' - A) * (B' - B) → A * B + -(a * B + A * b) * d < A' * B' := by
    intro A A' B B' a b d hA hB h1 h2 h3
    nlinarith [mul_le_mul_of_nonneg_right h1 hB.le, mul_lt_mul_of_pos_left h2 hA]
  obtain ⟨v, hv, rfl⟩ : ∃ v, 0 < v ∧ v ^ 2 = m :=
    ⟨Real.sqrt m, Real.sqrt_pos.2 hm, Real.sq_sqrt hm.le⟩
  obtain ⟨k, hk, hline⟩ := occupation_supporting_line hT hv
  refine ⟨-(k / (2 * v) * (1 / v) + (occupation T v + 1 / 2) * (1 / (2 * v ^ 3))),
    fun l hl hne => ?_⟩
  obtain ⟨w, hw, rfl⟩ : ∃ w, 0 < w ∧ w ^ 2 = l :=
    ⟨Real.sqrt l, Real.sqrt_pos.2 hl, Real.sq_sqrt hl.le⟩
  have hwv : w - v ≠ 0 := fun h => hne (by rw [sub_eq_zero.1 h])
  rw [modeMsd_eq_occupation hT hm, modeMsd_eq_occupation hT hl, Real.sqrt_sq hv.le,
    Real.sqrt_sq hw.le, div_eq_mul_one_div _ v, div_eq_mul_one_div _ w]
  have hocc : 0 < occupation T v :=
    one_div_pos.2 (sub_pos.2 (Real.one_lt_exp_iff.2 (div_pos hv hT)))
  apply comb _ _ _ _ _ _ _ (by linarith) (one_div_pos.2 hv)
  · have h1 : k * (v - w) + k / (2 * v) * (w ^ 2 - v ^ 2) = k * ((w - v) ^ 2 / (2 * v)) := by
      field_simp
      ring
    have h2 : 0 ≤ k * ((w - v) ^ 2 / (2 * v)) := by positivity
    linarith [hline w hw]
  · have h1 : 1 / w - (1 / v - 1 / (2 * v ^ 3) * (w ^ 2 - v ^ 2))
        = (w - v) ^ 2 * (w + 2 * v) / (2 * v ^ 3 * w) := by
      field_simp
      ring
    have h2 : 0 < (w - v) ^ 2 * (w + 2 * v) / (2 * v ^ 3 * w) := by positivity
    linarith
  · -- both factors decrease with frequency
    rcases le_total w v with h | h
    · have h1 := one_div_le_one_div_of_le hw h
      have h2 := mul_nonneg hk (sub_nonneg.2 h)
      exact mul_nonneg (by linarith [hline w hw]) (by linarith)
    · obtain ⟨k', hk', h'⟩ := occupation_supporting_line hT hw
      have h1 := one_div_le_one_div_of_le hv h
      have h2 : occupation T w ≤ occupation T v := by
        linarith [h' v hv, mul_nonneg hk' (sub_nonneg.2 h)]
      nlinarith [mul_nonneg (sub_nonneg.2 h2) (sub_nonneg.2 h1)]

variable {D : Matrix n n ℝ} {e : n → n → ℝ} {l : n → ℝ}

/-- Normal modes are complete: `∑ₛ eₛ(i) eₛ(j) = δᵢⱼ`. -/
theorem NormalModes.completeness (h : NormalModes D e l) (i j : n) :
    ∑ s, e s i * e s j = if i = j then 1 else 0 := by
  have h1 : Matrix.of e * (Matrix.of e)ᵀ = 1 := by
    ext s t
    simpa [Matrix.mul_apply, Matrix.one_apply, dotProduct] using h.orthonormal s t
  have h2 : (Matrix.of e)ᵀ * Matrix.of e = 1 := mul_eq_one_comm.1 h1
  have h3 := congrArg (fun M : Matrix n n ℝ => M i j) h2
  simpa [Matrix.mul_apply, Matrix.one_apply] using h3

/-- The squared frequencies, weighted with `eₛ(i)²`, sum to the diagonal element `Dᵢᵢ`. -/
theorem NormalModes.sum_sq_freq (h : NormalModes D e l) (i : n) :
    ∑ s, e s i ^ 2 * l s = D i i := by
  calc ∑ s, e s i ^ 2 * l s = ∑ s, ∑ k, D i k * (e s k * e s i) := by
        refine Finset.sum_congr rfl fun s _ => ?_
        have hs : ∑ k, D i k * e s k = l s * e s i := congrFun (h.eigen s) i
        have h1 : e s i ^ 2 * l s = (l s * e s i) * e s i := by ring
        rw [h1, ← hs, Finset.sum_mul]
        exact Finset.sum_congr rfl fun k _ => by ring
    _ = ∑ k, ∑ s, D i k * (e s k * e s i) := Finset.sum_comm
    _ = ∑ k, D i k * (if k = i then 1 else 0) := by
        refine Finset.sum_congr rfl fun k _ => ?_
        rw [← h.completeness k i, Finset.mul_sum]
    _ = D i i := by simp

/-- The modes of a positive definite dynamical matrix have positive squared frequencies. -/
theorem NormalModes.pos (h : NormalModes D e l) (hD : D.PosDef) (s : n) : 0 < l s := by
  have hne : e s ≠ 0 := by
    intro h0
    have h1 := h.orthonormal s s
    simp [h0] at h1
  have h2 := hD.dotProduct_mulVec_pos hne
  simpa [h.eigen s, dotProduct_smul, h.orthonormal s s] using h2

/-- For a positive definite dynamical matrix and `T > 0`, the quantum mean square displacement
of each coordinate is at least that of an Einstein oscillator with squared frequency `Dᵢᵢ`. -/
theorem einstein_le_quantumMsd (h : NormalModes D e l) (hD : D.PosDef) {T : ℝ} (hT : 0 < T)
    (i : n) : modeMsd T (D i i) ≤ quantumMsd T e l i := by
  obtain ⟨c, hc⟩ := modeMsd_supporting_line hT (hD.diag_pos (i := i))
  have h1 : ∑ s, e s i ^ 2 = 1 := by simpa [sq] using h.completeness i i
  -- the supporting line at `D i i` averages to its value there
  calc modeMsd T (D i i)
      = (modeMsd T (D i i) - c * D i i) * ∑ s, e s i ^ 2 + c * ∑ s, e s i ^ 2 * l s := by
        rw [h1, h.sum_sq_freq i]
        ring
    _ = ∑ s, e s i ^ 2 * (modeMsd T (D i i) + c * (l s - D i i)) := by
        rw [Finset.mul_sum, Finset.mul_sum, ← Finset.sum_add_distrib]
        exact Finset.sum_congr rfl fun s _ => by ring
    _ ≤ quantumMsd T e l i := by
        refine Finset.sum_le_sum fun s _ => mul_le_mul_of_nonneg_left ?_ (sq_nonneg _)
        by_cases hs : l s = D i i
        · simp [hs]
        · exact (hc _ (h.pos hD s) hs).le

/-- Two coupled coordinates whose normal modes have squared frequencies 1 and 2: the displayed
matrix is positive definite and the displayed vectors are its normal modes. -/
theorem normalModes_witness :
    NormalModes !![41 / 25, -12 / 25; -12 / 25, 34 / 25]
      ![![3 / 5, 4 / 5], ![-4 / 5, 3 / 5]] ![1, 2] ∧
    (!![41 / 25, -12 / 25; -12 / 25, 34 / 25] : Matrix (Fin 2) (Fin 2) ℝ).PosDef := by
  refine ⟨⟨?_, ?_⟩, Matrix.posDef_iff_dotProduct_mulVec.2 ⟨?_, ?_⟩⟩
  · intro s t
    fin_cases s <;> fin_cases t <;> norm_num [dotProduct, Fin.sum_univ_two]
  · intro s
    ext j
    fin_cases s <;> fin_cases j <;> norm_num [Matrix.mulVec, dotProduct, Fin.sum_univ_two]
  · ext a b
    fin_cases a <;> fin_cases b <;> simp [Matrix.conjTranspose_apply]
  · intro x hx
    have hpos : 0 < x 0 ^ 2 + x 1 ^ 2 := by
      by_contra hn
      have h0 : x 0 ^ 2 = 0 := by linarith [sq_nonneg (x 0), sq_nonneg (x 1), not_lt.1 hn]
      have h1 : x 1 ^ 2 = 0 := by linarith [sq_nonneg (x 0), sq_nonneg (x 1), not_lt.1 hn]
      apply hx
      ext j
      fin_cases j
      · simpa using h0
      · simpa using h1
    have hq : star x ⬝ᵥ (!![41 / 25, -12 / 25; -12 / 25, 34 / 25] *ᵥ x)
        = x 0 ^ 2 + x 1 ^ 2 + ((4 * x 0 - 3 * x 1) / 5) ^ 2 := by
      simp [Matrix.mulVec, dotProduct, Fin.sum_univ_two]
      ring
    rw [hq]
    exact add_pos_of_pos_of_nonneg hpos (sq_nonneg _)

end

end QuantumVersusEinstein
```

```lean
#print axioms QuantumVersusEinstein.einstein_le_quantumMsd
```

```
'QuantumVersusEinstein.einstein_le_quantumMsd' depends on axioms: [propext, Classical.choice, Quot.sound]
```

## What the theorem says about the oscillators

The main theorem is `einstein_le_quantumMsd`. It takes modes satisfying `NormalModes D e l`, a matrix with `D.PosDef`, a temperature with `0 < T`, and a coordinate `i`. It concludes `modeMsd T (D i i) ≤ quantumMsd T e l i`.

Here `e s i` is component $i$ of mode $s$, and `l s` is a squared frequency, not a frequency. The finite type `n` labels both coordinates and modes, so there are as many modes as coordinates; it has nothing to do with the occupation, which is called `occupation`. `PosDef` includes the symmetry of $D$ and stands for mechanical stability: every displacement from equilibrium costs energy. The function `modeMsd` is $g$.

"Einstein" means one clamped oscillator per coordinate, with its own $D_{ii}$, and not a common frequency fitted to a whole solid.

The step from this model to a physical system is the identification of `quantumMsd` with the thermal average of the squared displacement. The mode sum is a definition here; it is not derived from a Hamiltonian and a Gibbs state. Anharmonicity is absent, and so are free translations, which would give $D$ a zero eigenvalue. Lean's division by zero would assign such a mode the displacement 0, where physically it diverges; positive definiteness excludes this case.

## How the lemmas carry the argument

`modeMsd_eq_occupation` is the coth identity. It replaces the exponential by a variable `p` greater than 1, after which `field_simp` and `ring` do the algebra.

`occupation_supporting_line` supplies the slope $k$. Its local statement `alg` contains the identity in $E$ and $F$, and `key` is the tangent inequality of the exponential.

`modeMsd_supporting_line` writes both squared frequencies as squares, `v ^ 2` and `w ^ 2`. The local statement `comb` is the product expansion, and its three remaining conditions are the two lower bounds and the sign of $(A'-A)(B'-B)$. That sign is settled by treating $w\le v$ and $v\le w$ separately.

`NormalModes.completeness` passes from $MM^{\mathsf T}=1$ to $M^{\mathsf T}M=1$ for the matrix $M$ of modes. `NormalModes.sum_sq_freq` then exchanges the two sums to reach $D_{ii}$, and `NormalModes.pos` evaluates the quadratic form on a mode.

The `calc` block of the main theorem is the averaging step. It treats `l s = D i i` separately because the supporting line is strict only away from its point of contact.

`normalModes_witness` gives a coupled example satisfying the hypotheses: squared frequencies 1 and 2, with modes $(3/5,4/5)$ and $(-4/5,3/5)$. For coordinate 0 the weights are $9/25$ and $16/25$, and $D_{00}=41/25$. As $T\to0$, where $g(l)\to1/(2\sqrt l)$, the mode sum tends to about 0.406 and the Einstein value to about 0.390.

## An adsorbate on a frozen surface

In electronic structure work, the result bears on vibrational amplitudes computed from a finite harmonic Hessian without zero modes. Consider a molecule adsorbed on a slab whose atoms are held fixed, relaxed to a minimum with a positive definite Hessian $\Phi$ for the molecular coordinates. The program displaces each coordinate slightly, obtains $\Phi_{ij}$ from the changes in the forces, forms $D_{ij}=\Phi_{ij}/\sqrt{M_iM_j}$, where $M_i$ is the mass of the atom that coordinate $i$ moves, and diagonalises it. With units restored, the ordinary displacement $u_i$ along coordinate $i$, no longer mass-weighted, satisfies

$$\langle u_i^2\rangle=\frac{\hbar}{2M_i}\sum_s\frac{e_s(i)^2}{\omega_s}\coth\frac{\hbar\omega_s}{2k_BT}.$$

The only Hessian element that the Einstein value needs is $\Phi_{ii}$, which comes from displacing coordinate $i$ and reading the force along that same coordinate. Inserting the single frequency $\sqrt{\Phi_{ii}/M_i}$ with weight one gives a lower bound on the full harmonic sum before the rest of the Hessian is known. The bound still assumes that the full Hessian is positive definite, which $\Phi_{ii}$ alone cannot show.
